# For unit-step walks from a ≥ 0 to b > 0, the number that never visit 0 is the free count minus the count from −a

## Does the mirror count remove a walk twice if it touches the surface twice?

Put a walker at 1 on the integer line and let it take two steps of ±1 that bring it back to 1. There are two ways: 1, 2, 1 and 1, 0, 1. If 0 is absorbing, the second is killed and one walk survives. From the mirror point −1 there is exactly one two-step walk to 1, namely −1, 0, 1, and 2 − 1 = 1 is the right answer.

I came to this from constrained path Monte Carlo, where a walker is removed once its overlap with the trial wave function reaches zero. I would have expected to need the history of every path to know how many are lost. On the line, the loss seems instead to be given by free walks from a place where I never put a walker. With more steps a path can touch 0 several times, or wander to the negative side and return. Why doesn't the subtraction count such paths more than once?

## The survivors and the mirror difference propagate by the same rule

Each killed walk is subtracted once, because only its first visit to 0 matters. Reverse every step before that visit and leave the rest alone: a killed walk from a becomes a walk from −a with the same endpoint. Conversely, a unit-step walk from −a < 0 to b > 0 must pass through 0, so it comes from exactly one killed walk. In your example 1, 0, 1 is paired with −1, 0, 1. With four steps, 1, 0, 1, 0, 1 is paired with −1, 0, 1, 0, 1, and the second touch plays no part.

The same count follows from a recursion on the first step. Write N(n, a, b) for the number of all n-step walks from a to b, and S(n, a, b) for the number of those that are never at 0, endpoints included. Splitting off the first step gives

N(n+1, a, b) = N(n, a+1, b) + N(n, a−1, b).

If a ≠ 0, the constraint holds at time zero and only restricts the remaining walk, so

S(n+1, a, b) = S(n, a+1, b) + S(n, a−1, b).

If a = 0, the walker is dead at the start and S(n, 0, b) = 0.

Now let D(n, a, b) = N(n, a, b) − N(n, −a, b). Applying the free rule to both terms gives

D(n+1, a, b) = N(n, a+1, b) + N(n, a−1, b) − N(n, −a+1, b) − N(n, −a−1, b).

Since −a−1 = −(a+1) and −a+1 = −(a−1), the terms regroup as

D(n+1, a, b) = D(n, a+1, b) + D(n, a−1, b).

So D obeys the rule that S obeys off the surface. On the surface D(n, 0, b) = 0, because the walker and its image coincide. With no steps left, N(0, a, b) is 1 if a = b and 0 otherwise, while N(0, −a, b) = 0 because −a ≤ 0 < b. Hence D and S also agree at n = 0. For a > 0 both neighbours a+1 and a−1 are still ≥ 0, so induction on n, for all a ≥ 0 together, gives

S(n, a, b) = N(n, a, b) − N(n, −a, b).

When N(n, a, b) > 0, division gives the surviving fraction

S(n, a, b) / N(n, a, b) = 1 − N(n, −a, b) / N(n, a, b).

In the two-step example this is 1 − 1/2 = 1/2.

The free counts are binomial coefficients. A walk with k steps up and n − k steps down ends at

a + k − (n − k) = a + 2k − n,

and there are C(n, k) ways to place the steps up. To reach the same point from −a, a walk needs k + a steps up, since −a + 2(k + a) − n = a + 2k − n. Therefore, for an endpoint b = a + 2k − n > 0,

S(n, a, b) = C(n, k) − C(n, k+a).

Four steps from 1 back to 1 have k = 2, which gives 6 − 4 = 2 survivors and a surviving fraction of 1/3.

### What is counted, and what the walker stands for

In the Lean file below, a walk is a sequence `s : Fin n → Bool`, and `step` turns `true` into +1 and `false` into −1. The expression `position a s k` is the start `a` plus the steps with index below `k`, so `k = 0` gives the start and `k = n` the endpoint. `freeCount n a b` is N(n, a, b) and `survivorCount n a b` is S(n, a, b). The latter requires a nonzero position for every `k : Fin (n + 1)`, which means at all times 0, …, n.

The theorem `survivorCount_eq_sub_mirror` says that for integers with `0 ≤ a` and `0 < b`, and for every n, the survivor count equals the free count from `a` minus the free count from `-a`. The counts are natural numbers, but the equation is stated in the integers, so the minus sign is ordinary subtraction. `surviving_fraction` is the divided form in the rationals, with the extra hypothesis `hN` that at least one free walk connects `a` to `b`. `survivorCount_eq_choose_sub` is the binomial form; there `a` is a natural number and `n < a + 2 * k` says that the endpoint is positive.

The integer position stands for the overlap of a walker with the trial wave function, and 0 for the surface where that overlap vanishes. The points a and −a correspond to a Slater determinant φ and its negative −φ, whose overlaps have opposite signs. All walks carry equal weight, so a fraction of walks is also a fraction of weight, taken among the walks that end at the given b and not among the whole population.

A real calculation differs in several ways. Its walkers move in a space of determinants, their weights vary, and importance sampling biases the steps. A finite time step can also carry the overlap from positive to negative without landing on zero, whereas a unit step on the integers cannot jump over 0. Nor does the mirror argument carry over to determinants: on the line a walker at 0 coincides with its image, but a determinant φ with zero overlap is still different from −φ, so the free counts from the two need not cancel. For a one-dimensional walk with steps of ±1 and equal weights, the formula supplies exact numbers against which the removal step of a population code can be compared.

The sign of b matters. Take n = 2, a = 1 and b = −1. The only free walk is 1, 0, −1, which is killed, so S = 0. From −1 back to −1 there are two walks, and the difference is 1 − 2 = −1, which cannot be a number of walks. What has to be excluded is a negative b; at b = 0 both sides vanish.

```lean
import Mathlib

open Finset

namespace ConstrainedPathMirror

/-- The displacement of one step: `+1` for `true` and `-1` for `false`. -/
def step : Bool → ℤ
  | true => 1
  | false => -1

/-- The position after the first `k` steps of the walk that starts at `a` and has
step sequence `s`. -/
def position (a : ℤ) {n : ℕ} (s : Fin n → Bool) (k : ℕ) : ℤ :=
  a + ∑ i : Fin n, if (i : ℕ) < k then step (s i) else 0

/-- The number of unconstrained `n`-step walks from `a` to `b`. -/
def freeCount (n : ℕ) (a b : ℤ) : ℕ :=
  (univ.filter fun s : Fin n → Bool => position a s n = b).card

/-- The number of `n`-step walks from `a` to `b` that are never at the absorbing
point `0`, at the start, on the way or at the end. -/
def survivorCount (n : ℕ) (a b : ℤ) : ℕ :=
  (univ.filter fun s : Fin n → Bool =>
    (∀ k : Fin (n + 1), position a s k ≠ 0) ∧ position a s n = b).card

/-- After its first step a walk continues as a walk from the new position. -/
theorem position_cons (a : ℤ) {n : ℕ} (c : Bool) (s : Fin n → Bool) (k : ℕ) :
    position a (Fin.cons c s : Fin (n + 1) → Bool) (k + 1)
      = position (a + step c) s k := by
  simp [position, Fin.sum_univ_succ, add_assoc]

/-- Step sequences with a given property are counted by splitting them according to
their first step. -/
theorem card_first_step {n : ℕ} (P : (Fin (n + 1) → Bool) → Prop) [DecidablePred P] :
    (univ.filter P).card
      = (univ.filter fun s : Fin n → Bool => P (Fin.cons true s)).card
        + (univ.filter fun s : Fin n → Bool => P (Fin.cons false s)).card := by
  simp only [Finset.card_filter]
  have h : ∑ p : Bool × (Fin n → Bool),
      (if P (Fin.cons p.1 p.2) then 1 else 0) = ∑ s, if P s then 1 else 0 :=
    Fintype.sum_equiv (Fin.consEquiv fun _ => Bool) _ _ (fun _ => rfl)
  rw [← h, Fintype.sum_prod_type, Fintype.sum_bool]

/-- With no steps, there is one walk from `a` to `b` if `a = b` and none otherwise. -/
theorem freeCount_zero (a b : ℤ) : freeCount 0 a b = if a = b then 1 else 0 := by
  by_cases h : a = b <;> simp [freeCount, position, h]

/-- Free propagation: the first step leads from `a` to `a + 1` or to `a - 1`. -/
theorem freeCount_succ (n : ℕ) (a b : ℤ) :
    freeCount (n + 1) a b = freeCount n (a + 1) b + freeCount n (a - 1) b := by
  have hT : a + step true = a + 1 := rfl
  have hF : a + step false = a - 1 := (sub_eq_add_neg a 1).symm
  unfold freeCount
  rw [card_first_step]
  refine congrArg₂ (· + ·) (congrArg Finset.card ?_) (congrArg Finset.card ?_) <;>
    ext s <;> simp only [Finset.mem_filter, position_cons, hT, hF]

/-- Constrained propagation: from a start `a ≠ 0` the surviving walks obey the same
first-step rule as the free ones. -/
theorem survivorCount_succ (n : ℕ) {a : ℤ} (b : ℤ) (ha : a ≠ 0) :
    survivorCount (n + 1) a b
      = survivorCount n (a + 1) b + survivorCount n (a - 1) b := by
  have hT : a + step true = a + 1 := rfl
  have hF : a + step false = a - 1 := (sub_eq_add_neg a 1).symm
  -- the constraint at time zero holds, the later ones concern the shifted walk
  have key : ∀ (c : Bool) (s : Fin n → Bool),
      (∀ k : Fin (n + 1 + 1), position a (Fin.cons c s : Fin (n + 1) → Bool) k ≠ 0)
        ↔ ∀ k : Fin (n + 1), position (a + step c) s k ≠ 0 := by
    intro c s
    have h0 : position a (Fin.cons c s : Fin (n + 1) → Bool) 0 = a := by
      simp [position]
    rw [Fin.forall_fin_succ]
    simp only [Fin.val_zero, Fin.val_succ, h0, position_cons, and_iff_right ha]
  unfold survivorCount
  rw [card_first_step]
  refine congrArg₂ (· + ·) (congrArg Finset.card ?_) (congrArg Finset.card ?_) <;>
    ext s <;> simp only [Finset.mem_filter, key, position_cons, hT, hF]

/-- Mirror formula: for `a ≥ 0` and `b > 0`, the number of `n`-step walks from `a` to `b`
that never visit `0` is the free number from `a` minus the free number from the mirror
point `-a`. -/
theorem survivorCount_eq_sub_mirror (n : ℕ) {a b : ℤ} (ha : 0 ≤ a) (hb : 0 < b) :
    (survivorCount n a b : ℤ) = freeCount n a b - freeCount n (-a) b := by
  induction n generalizing a with
  | zero =>
    -- without steps the mirror walker cannot be at `b`
    have hs : survivorCount 0 a b = if a = b then 1 else 0 := by
      by_cases h : a = b <;> simp [survivorCount, position, h, hb.ne']
    have hm : ¬ (-a = b) := by omega
    rw [hs, freeCount_zero, freeCount_zero, if_neg hm]
    simp
  | succ n ih =>
    rcases ha.eq_or_lt with h | h
    · -- on the surface the walker and its image coincide, and nothing survives
      subst h
      have hs : survivorCount (n + 1) 0 b = 0 := by
        rw [survivorCount, Finset.card_eq_zero, Finset.filter_eq_empty_iff]
        rintro s - ⟨hk, -⟩
        exact hk 0 (by simp [position])
      rw [hs, neg_zero]
      simp
    · -- off the surface both sides propagate by the same rule
      have h1 := ih (show 0 ≤ a + 1 by omega)
      have h2 := ih (show 0 ≤ a - 1 by omega)
      rw [show -(a + 1) = -a - 1 by ring] at h1
      rw [show -(a - 1) = -a + 1 by ring] at h2
      rw [survivorCount_succ n b h.ne', freeCount_succ n a, freeCount_succ n (-a)]
      push_cast
      linarith

/-- For `a ≥ 0`, `b > 0` and at least one free walk from `a` to `b`, the fraction of these
walks that never visit `0` is one minus the ratio of the mirror count to the free count. -/
theorem surviving_fraction (n : ℕ) {a b : ℤ} (ha : 0 ≤ a) (hb : 0 < b)
    (hN : 0 < freeCount n a b) :
    (survivorCount n a b : ℚ) / freeCount n a b
      = 1 - (freeCount n (-a) b : ℚ) / freeCount n a b := by
  have h : (survivorCount n a b : ℚ) = freeCount n a b - freeCount n (-a) b := by
    exact_mod_cast survivorCount_eq_sub_mirror n ha hb
  have hN' : (freeCount n a b : ℚ) ≠ 0 := Nat.cast_ne_zero.mpr hN.ne'
  rw [h, sub_div, div_self hN']

/-- No walk of `n` steps from `a` ends at a point `b` below `a - n`. -/
theorem freeCount_below (n : ℕ) (a b : ℤ) (h : b < a - n) : freeCount n a b = 0 := by
  induction n generalizing a with
  | zero =>
    have hab : ¬ (a = b) := by omega
    rw [freeCount_zero, if_neg hab]
  | succ n ih =>
    rw [freeCount_succ, ih (a + 1) (by omega), ih (a - 1) (by omega)]

/-- The free walks from `a` with `k` steps up out of `n`, which end at `a + 2k - n`, are counted by
the binomial coefficient. -/
theorem freeCount_eq_choose (n k : ℕ) (a : ℤ) :
    freeCount n a (a + 2 * (k : ℤ) - (n : ℤ)) = n.choose k := by
  induction n generalizing k a with
  | zero =>
    rw [freeCount_zero]
    cases k with
    | zero => simp
    | succ k =>
      rw [if_neg (by omega)]
      simp
  | succ n ih =>
    rw [freeCount_succ]
    cases k with
    | zero =>
      -- only the walk that always steps down contributes
      have h1 := freeCount_below n (a + 1)
        (a + 2 * ((0 : ℕ) : ℤ) - ((n + 1 : ℕ) : ℤ)) (by omega)
      have h2 := ih 0 (a - 1)
      rw [show a - 1 + 2 * ((0 : ℕ) : ℤ) - (n : ℤ)
        = a + 2 * ((0 : ℕ) : ℤ) - ((n + 1 : ℕ) : ℤ) by push_cast; ring] at h2
      rw [h1, h2]
      simp
    | succ k =>
      -- Pascal's rule is the first-step rule
      have h1 := ih k (a + 1)
      have h2 := ih (k + 1) (a - 1)
      rw [show a + 1 + 2 * (k : ℤ) - (n : ℤ)
        = a + 2 * ((k + 1 : ℕ) : ℤ) - ((n + 1 : ℕ) : ℤ) by push_cast; ring] at h1
      rw [show a - 1 + 2 * ((k + 1 : ℕ) : ℤ) - (n : ℤ)
        = a + 2 * ((k + 1 : ℕ) : ℤ) - ((n + 1 : ℕ) : ℤ) by push_cast; ring] at h2
      rw [h1, h2, Nat.choose_succ_succ']

/-- Closed form: for a start `a ≥ 0` and an endpoint `a + 2k - n > 0`, the number of
surviving `n`-step walks is a difference of two binomial coefficients. -/
theorem survivorCount_eq_choose_sub (n k a : ℕ) (hb : n < a + 2 * k) :
    (survivorCount n a ((a : ℤ) + 2 * (k : ℤ) - (n : ℤ)) : ℤ)
      = (n.choose k : ℤ) - (n.choose (k + a) : ℤ) := by
  have ha' : (0 : ℤ) ≤ (a : ℤ) := by omega
  have hb' : (0 : ℤ) < (a : ℤ) + 2 * (k : ℤ) - (n : ℤ) := by omega
  -- seen from the mirror point, the same endpoint needs `a` more steps up
  have h2 := freeCount_eq_choose n (k + a) (-(a : ℤ))
  rw [show -(a : ℤ) + 2 * ((k + a : ℕ) : ℤ) - (n : ℤ)
    = (a : ℤ) + 2 * (k : ℤ) - (n : ℤ) by push_cast; ring] at h2
  rw [survivorCount_eq_sub_mirror n ha' hb', freeCount_eq_choose, h2]

end ConstrainedPathMirror
```

```lean
#print axioms ConstrainedPathMirror.survivorCount_eq_sub_mirror
#print axioms ConstrainedPathMirror.surviving_fraction
#print axioms ConstrainedPathMirror.survivorCount_eq_choose_sub
```

```
'ConstrainedPathMirror.survivorCount_eq_sub_mirror' depends on axioms: [propext, Classical.choice, Quot.sound]
'ConstrainedPathMirror.surviving_fraction' depends on axioms: [propext, Classical.choice, Quot.sound]
'ConstrainedPathMirror.survivorCount_eq_choose_sub' depends on axioms: [propext, Classical.choice, Quot.sound]
```

### From the first step to the binomial form

Two lemmas carry out the splitting by first step. `position_cons` says that, once the first step `c` is taken, the walk continues as a walk from `a + step c`, with time shifted by one. `card_first_step` says that the sequences with any given property are those that begin with `true` plus those that begin with `false`. It uses the correspondence between a sequence of length n+1 and a pair made of its first entry and the rest.

Together they give `freeCount_succ`, the free propagation rule, while `freeCount_zero` is the case without steps. For `survivorCount_succ` the constraint must be split as well. The statement `key` separates time zero from the later times by `Fin.forall_fin_succ`. The condition at time zero is `a ≠ 0`, which is given, and the later conditions are those of the shifted walk.

The proof of `survivorCount_eq_sub_mirror` is the induction above. The words `generalizing a` make the induction hypothesis available at every nonnegative start, which is needed because the step from `a` uses both neighbours. In the case `zero`, `omega` shows that `-a = b` is impossible. In the case `succ`, `rcases` separates a = 0 from a > 0. At a = 0 the constraint at time zero already fails, so the set of survivors is empty, and the two free counts cancel. For a > 0, `h1` and `h2` are the hypothesis at a+1 and a−1, with the mirror points rewritten as −a−1 and −a+1. After the three propagation rules are inserted, `linarith` does the regrouping that gave the recursion for D.

`surviving_fraction` carries the integer identity over to the rationals and divides by the nonzero free count.

For the binomial form, `freeCount_eq_choose` also goes by induction on n. If at least one step is up, the first-step rule becomes Pascal's rule,

C(n+1, k+1) = C(n, k) + C(n, k+1),

where the first term counts walks that begin with a step up and the second those that begin with a step down. If no step is up, the endpoint is a − (n+1). A walk that began with a step up could get no lower than a + 1 − n, so `freeCount_below` removes that term and only the walk that always steps down remains. Finally, `survivorCount_eq_choose_sub` applies the binomial count at `a` with k steps up and at `-a` with k + a steps up, and inserts both into the mirror formula.
